# Radial response and static 2^l-pole polarisability of non-relativistic ground-state hydrogen, l ≥ 1

To check a linear-response solver on a radial grid, one can run it on hydrogen, integrate the computed response against the source, both scaled as below, multiply by the prefactor derived below, and compare the number with an exact polarisability. The exact values below hold for one non-relativistic electron in the bare potential $-1/r$ of a fixed point nucleus, so a density-functional solver should be run with its Hartree and exchange–correlation terms switched off.

In atomic units, let the ground state $\psi_0=\pi^{-1/2}e^{-r}$ feel the weak static potential energy $F r^l P_l(\cos\theta)$, where $F$ is the field strength, $P_l$ a Legendre polynomial and $l\ge1$. Write the first-order wavefunction as $-F\pi^{-1/2}\,(w(r)/r)\,P_l(\cos\theta)$. Then $w$ obeys

$$-\tfrac12 w''+B_l\,w=r^{l+1}e^{-r},\qquad B_l(r)=\frac{l(l+1)}{2r^2}-\frac1r+\frac12 .$$

The second-order energy is $-\tfrac12\alpha_lF^2$, and the angular integral $4\pi/(2l+1)$ gives

$$\alpha_l=\frac{8}{2l+1}\int_0^\infty r^{l+1}e^{-r}\,w\,dr .$$

This reduction from the three-dimensional problem enters the Lean code through its definitions and is not derived there.

```lean
import Mathlib

open Filter Topology Set MeasureTheory

namespace HydrogenMultipolePolarisability

noncomputable section
```

Write $s_n=r^ne^{-r}$. This is `slater n`, unnormalised and with power $n$, where a textbook Slater orbital has $n-1$.

```lean
/-- The radial function `r^n exp(-r)`. -/
def slater (n : ℕ) (r : ℝ) : ℝ := r ^ n * Real.exp (-r)
```

`barrier` is all of $B_l$, including the Coulomb term and the energy shift.

```lean
/-- Centrifugal plus Coulomb potential of hydrogen, measured from the ground-state energy `-1/2`, in
atomic units and for `r > 0`. -/
def barrier (l : ℕ) (r : ℝ) : ℝ := l * (l + 1) / (2 * r ^ 2) - 1 / r + 1 / 2
```

`IsResponse l w` requires genuine first and second derivatives on $r>0$, the radial equation there, and $w\to0$ as $r\to0^+$ and as $r\to\infty$.

```lean
/-- For `l ≥ 1`, `w` is a radial first-order response of ground-state hydrogen to a static
`2^l`-pole field: it solves the inhomogeneous radial equation with source `r^(l+1) exp(-r)` on
`r > 0` and tends to zero as `r → 0⁺` and as `r → ∞`. -/
structure IsResponse (l : ℕ) (w : ℝ → ℝ) : Prop where
  equation : ∃ w' w'' : ℝ → ℝ, ∀ r > 0, HasDerivAt w (w' r) r ∧ HasDerivAt w' (w'' r) r ∧
    -w'' r / 2 + barrier l r * w r = slater (l + 1) r
  at_zero : Tendsto w (𝓝[>] 0) (𝓝 0)
  at_infinity : Tendsto w atTop (𝓝 0)
```

The candidate solution and the polarisability are defined separately, so `polarisability` accepts any $w$.

```lean
/-- The closed form `(r^(l+1)/l + r^(l+2)/(l+1)) exp(-r)`, for `l ≥ 1`. -/
def response (l : ℕ) (r : ℝ) : ℝ :=
  (r ^ (l + 1) / l + r ^ (l + 2) / (l + 1)) * Real.exp (-r)

/-- The `2^l`-pole polarisability computed from a radial response `w`: the overlap of `w` with the
source, times `8/(2l+1)`. -/
def polarisability (l : ℕ) (w : ℝ → ℝ) : ℝ :=
  8 / (2 * l + 1) * ∫ r in Ioi (0 : ℝ), slater (l + 1) r * w r
```

## (a) Differentiating a power times an exponential

Show that $s_{n+1}'=(n+1)s_n-s_{n+1}$.

**Solution.** The product rule gives $(n+1)r^ne^{-r}-r^{n+1}e^{-r}$. Lean does the same and tidies up with `ring`.

```lean
/-- The derivative of `r^(n+1) exp(-r)` is `(n+1) r^n exp(-r) - r^(n+1) exp(-r)`. -/
theorem slater_hasDerivAt (n : ℕ) (r : ℝ) :
    HasDerivAt (slater (n + 1)) ((n + 1) * slater n r - slater (n + 1) r) r := by
  have h := (hasDerivAt_pow (n + 1) r).fun_mul (hasDerivAt_id' r).fun_neg.exp
  refine h.congr_deriv ?_
  simp only [slater, Nat.add_sub_cancel]
  push_cast
  ring
```

## (b) A solution in closed form

Show that, for $l\ge1$, a response is

$$w=\frac{s_{l+1}}{l}+\frac{s_{l+2}}{l+1}.$$

**Solution.** Using (a) twice, $s_n''=n(n-1)s_{n-2}-2ns_{n-1}+s_n$ for $n\ge2$, so

$$-\tfrac12s_n''+B_ls_n=\tfrac12\left[l(l+1)-n(n-1)\right]s_{n-2}+(n-1)s_{n-1}.$$

For $n=l+1$ this is $l\,s_l$; for $n=l+2$ it is $(l+1)(s_{l+1}-s_l)$. Dividing by $l$ and $l+1$ and adding leaves $s_{l+1}$. Both terms vanish at the origin and at infinity.

Lean writes $l=k+1$, supplies both derivatives explicitly, and checks the equation with `field_simp` and `ring`.

```lean
/-- For `l ≥ 1` the closed form solves the response equation and vanishes at the origin and at
infinity. -/
theorem response_isResponse {l : ℕ} (hl : 1 ≤ l) : IsResponse l (response l) := by
  obtain ⟨k, rfl⟩ : ∃ k, l = k + 1 := ⟨l - 1, by omega⟩
  have hw : response (k + 1) = fun r =>
      slater (k + 1 + 1) r / ((k : ℝ) + 1) + slater (k + 2 + 1) r / ((k : ℝ) + 2) := by
    funext r
    simp only [response, slater]
    push_cast
    ring
  have D := slater_hasDerivAt
  refine ⟨?_, ?_, ?_⟩
  · rw [hw]
    -- first and second derivatives, written in the functions `r^n exp(-r)`
    refine ⟨fun r =>
      (((k + 1 : ℕ) + 1 : ℝ) * slater (k + 1) r - slater (k + 1 + 1) r) / ((k : ℝ) + 1) +
      (((k + 2 : ℕ) + 1 : ℝ) * slater (k + 2) r - slater (k + 2 + 1) r) / ((k : ℝ) + 2),
      fun r =>
      (((k + 1 : ℕ) + 1 : ℝ) * (((k : ℝ) + 1) * slater k r - slater (k + 1) r) -
        (((k + 1 : ℕ) + 1 : ℝ) * slater (k + 1) r - slater (k + 1 + 1) r)) / ((k : ℝ) + 1) +
      (((k + 2 : ℕ) + 1 : ℝ) * (((k + 1 : ℕ) + 1 : ℝ) * slater (k + 1) r - slater (k + 1 + 1) r) -
        (((k + 2 : ℕ) + 1 : ℝ) * slater (k + 2) r - slater (k + 2 + 1) r)) / ((k : ℝ) + 2),
      fun r hr => ⟨?_, ?_, ?_⟩⟩
    · exact ((D (k + 1) r).div_const _).fun_add ((D (k + 2) r).div_const _)
    · exact ((((D k r).const_mul _).fun_sub (D (k + 1) r)).div_const _).fun_add
        ((((D (k + 1) r).const_mul _).fun_sub (D (k + 2) r)).div_const _)
    · have hr0 : r ≠ 0 := ne_of_gt hr
      simp only [barrier, slater]
      push_cast
      field_simp
      ring
  · have c : Continuous (response (k + 1)) := by
      unfold response
      fun_prop
    have z : response (k + 1) 0 = 0 := by simp [response]
    have t := c.tendsto 0
    rw [z] at t
    exact t.mono_left nhdsWithin_le_nhds
  · have T : ∀ n, Tendsto (slater n) atTop (𝓝 0) :=
      fun n => Real.tendsto_pow_mul_exp_neg_atTop_nhds_zero n
    rw [hw]
    simpa only [zero_div, add_zero] using
      ((T (k + 1 + 1)).div_const ((k : ℝ) + 1)).add ((T (k + 2 + 1)).div_const ((k : ℝ) + 2))
```

## (c) No non-zero homogeneous solution vanishing at both ends

Let $l\ge1$, let $-\tfrac12v''+B_lv=0$ on $r>0$, and let $v\to0$ at both ends. Show that $v=0$ on $r>0$.

**Solution.** With $u=1/r$ and $l(l+1)\ge2$,

$$B_l\ge u^2-u+\tfrac12=(u-\tfrac12)^2+\tfrac14>0 .$$

Since $v''=2B_lv$, we have $(v^2)''=2v'^2+4B_lv^2\ge0$, so $v^2$ is convex. Given $r$ and $\varepsilon>0$, choose $a<r<b$ with $v(a)^2,v(b)^2<\varepsilon$. Convexity gives $v(r)^2<\varepsilon$, hence $v(r)=0$. In Lean these steps are `hpos`, `hc` and `key`.

At $l=0$ the claim is false: $v=re^{-r}$, which is $r$ times the ground state up to normalisation, satisfies every other condition.

```lean
/-- For `l ≥ 1`, a solution on `r > 0` of the homogeneous radial equation at the ground-state energy
that tends to zero as `r → 0⁺` and as `r → ∞` is zero on `r > 0`. -/
theorem homogeneous_eq_zero {l : ℕ} (hl : 1 ≤ l) {v v' v'' : ℝ → ℝ}
    (h1 : ∀ r > 0, HasDerivAt v (v' r) r) (h2 : ∀ r > 0, HasDerivAt v' (v'' r) r)
    (heq : ∀ r > 0, -v'' r / 2 + barrier l r * v r = 0)
    (h0 : Tendsto v (𝓝[>] 0) (𝓝 0)) (hinf : Tendsto v atTop (𝓝 0)) :
    ∀ r > 0, v r = 0 := by
  -- the centrifugal plus Coulomb potential, measured from the ground-state energy, is non-negative
  have hpos : ∀ r, 0 ≤ barrier l r := by
    intro r
    have hl' : (1 : ℝ) ≤ l := by exact_mod_cast hl
    have hll : (2 : ℝ) ≤ l * (l + 1) := by nlinarith
    have e : barrier l r = l * (l + 1) / 2 * r⁻¹ ^ 2 - r⁻¹ + 1 / 2 := by
      unfold barrier
      ring
    rw [e]
    nlinarith [mul_nonneg (sub_nonneg.2 hll) (sq_nonneg r⁻¹), sq_nonneg (r⁻¹ - 1 / 2)]
  -- hence the square of the solution is convex
  have hc : ConvexOn ℝ (Ioi 0) (fun r => v r * v r) := by
    refine convexOn_of_hasDerivWithinAt2_nonneg (f' := fun r => 2 * (v r * v' r))
      (f'' := fun r => 2 * (v' r * v' r + v r * v'' r)) (convex_Ioi 0) ?_ ?_ ?_ ?_
    · exact fun r hr => ((h1 r hr).fun_mul (h1 r hr)).continuousAt.continuousWithinAt
    · rw [interior_Ioi]
      exact fun r hr =>
        (((h1 r hr).fun_mul (h1 r hr)).congr_deriv (by ring)).hasDerivWithinAt
    · rw [interior_Ioi]
      exact fun r hr => (((h1 r hr).fun_mul (h2 r hr)).const_mul 2).hasDerivWithinAt
    · rw [interior_Ioi]
      intro r hr
      have e : v'' r = 2 * barrier l r * v r := by linarith [heq r hr]
      change 0 ≤ 2 * (v' r * v' r + v r * v'' r)
      rw [e]
      nlinarith [mul_nonneg (hpos r) (mul_self_nonneg (v r)), mul_self_nonneg (v' r)]
  have t0 : Tendsto (fun x => v x * v x) (𝓝[>] 0) (𝓝 0) := by
    simpa only [mul_zero] using h0.mul h0
  have t1 : Tendsto (fun x => v x * v x) atTop (𝓝 0) := by
    simpa only [mul_zero] using hinf.mul hinf
  intro r hr
  -- a convex function is bounded by its values near the two ends
  have key : v r * v r ≤ 0 := by
    refine le_of_forall_pos_le_add fun ε hε => ?_
    have near : ∀ᶠ x in 𝓝[>] (0 : ℝ), x ∈ Ioo 0 r := Ioo_mem_nhdsGT hr
    obtain ⟨a, ha, ha0, har⟩ := ((t0.eventually_lt_const hε).and near).exists
    obtain ⟨b, hb, hrb⟩ := ((t1.eventually_lt_const hε).and (eventually_gt_atTop r)).exists
    have hb0 : (0 : ℝ) < b := lt_trans hr hrb
    have h : v r * v r ≤ max (v a * v a) (v b * v b) :=
      hc.le_max_of_mem_Icc ha0 hb0 ⟨har.le, hrb.le⟩
    linarith [max_lt ha hb]
  exact mul_self_eq_zero.1 (le_antisymm key (mul_self_nonneg _))
```

## (d) Uniqueness of the response

Show that, for $l\ge1$, every response satisfies

$$w(r)=\left(\frac{r^{l+1}}{l}+\frac{r^{l+2}}{l+1}\right)e^{-r}\qquad(r>0).$$

**Solution.** Subtract the solution in (b). The sources cancel, the difference vanishes at both ends, and (c) makes it zero. Lean forms the difference of the two equations with `linear_combination`.

```lean
/-- For `l ≥ 1` every radial response equals the closed form on `r > 0`. -/
theorem response_unique {l : ℕ} (hl : 1 ≤ l) {w : ℝ → ℝ} (hw : IsResponse l w) :
    ∀ r > 0, w r = response l r := by
  have hs := response_isResponse hl
  obtain ⟨w', w'', h⟩ := hw.equation
  obtain ⟨s', s'', g⟩ := hs.equation
  intro r hr
  refine sub_eq_zero.1 (homogeneous_eq_zero hl (v := fun x => w x - response l x)
    (v' := fun x => w' x - s' x) (v'' := fun x => w'' x - s'' x)
    (fun x hx => (h x hx).1.fun_sub (g x hx).1)
    (fun x hx => (h x hx).2.1.fun_sub (g x hx).2.1)
    (fun x hx => by linear_combination (h x hx).2.2 - (g x hx).2.2) ?_ ?_ r hr)
  · simpa only [sub_zero] using hw.at_zero.sub hs.at_zero
  · simpa only [sub_zero] using hw.at_infinity.sub hs.at_infinity
```

## (e) Radial moments

Show that $\int_0^\infty r^ne^{-2r}\,dr=n!/2^{n+1}$.

**Solution.** Call the integral $I_n$. Then $I_0=\tfrac12$, and integration by parts gives $I_n=\tfrac n2I_{n-1}$ for $n\ge1$. Lean specialises Mathlib's Gamma-function integral instead.

```lean
/-- The integral of `r^n exp(-2r)` over `r > 0` is `n!/2^(n+1)`. -/
theorem radial_moment (n : ℕ) :
    ∫ r in Ioi (0 : ℝ), r ^ n * Real.exp (-(2 * r)) = n.factorial / 2 ^ (n + 1) := by
  have h := Real.integral_rpow_mul_exp_neg_mul_Ioi (a := (n : ℝ) + 1) (r := 2)
    (by positivity) (by norm_num)
  have e : (1 / 2 : ℝ) ^ ((n : ℝ) + 1) = 1 / 2 ^ (n + 1) := by
    rw [← Nat.cast_succ, Real.rpow_natCast, one_div_pow]
  rw [Real.Gamma_nat_eq_factorial, e] at h
  simp only [add_sub_cancel_right, Real.rpow_natCast] at h
  rw [h]
  ring
```

## (f) The polarisability for every l ≥ 1

Show that every response gives

$$\alpha_l=\frac{(2l+1)!\,(l+2)}{l\,4^l}.$$

**Solution.** By (d) and (e),

$$\begin{aligned}
\alpha_l&=\frac{8}{2l+1}\left[\frac{(2l+2)!}{8l\,4^l}+\frac{(2l+3)!}{16(l+1)4^l}\right]\\
&=\frac{(2l+1)!}{(2l+1)4^l}\left[\frac{2(l+1)}{l}+2l+3\right].
\end{aligned}$$

The last bracket is $(2l+1)(l+2)/l$, which gives the result.

In Lean, `hI` inserts the closed form, and `f2`, `f3`, `p2`, `p3` rewrite the factorials and powers. Splitting the integral needs integrability, which `int` reads off from the non-zero moments, because Lean assigns a non-integrable function the integral zero.

```lean
/-- For `l ≥ 1`, every radial response of ground-state hydrogen to a static `2^l`-pole field gives
the polarisability `(2l+1)! (l+2) / (l 4^l)` in atomic units. -/
theorem polarisability_eq {l : ℕ} (hl : 1 ≤ l) {w : ℝ → ℝ} (hw : IsResponse l w) :
    polarisability l w = (2 * l + 1).factorial * (l + 2) / (l * 4 ^ l) := by
  have hl0 : (l : ℝ) ≠ 0 := by
    have : l ≠ 0 := by omega
    exact_mod_cast this
  -- a non-zero integral certifies integrability
  have int : ∀ n : ℕ, Integrable (fun r : ℝ => r ^ n * Real.exp (-(2 * r)))
      (volume.restrict (Ioi 0)) := by
    intro n
    by_contra hn
    have h := radial_moment n
    rw [integral_undef hn] at h
    have : (0 : ℝ) < n.factorial / 2 ^ (n + 1) := by positivity
    linarith
  have hI : ∫ r in Ioi (0 : ℝ), slater (l + 1) r * w r =
      ∫ r in Ioi (0 : ℝ), (r ^ (2 * l + 2) * Real.exp (-(2 * r)) / (l : ℝ) +
        r ^ (2 * l + 3) * Real.exp (-(2 * r)) / ((l : ℝ) + 1)) := by
    refine setIntegral_congr_fun measurableSet_Ioi fun r hr => ?_
    have e : Real.exp (-(2 * r)) = Real.exp (-r) * Real.exp (-r) := by
      rw [← Real.exp_add]
      congr 1
      ring
    simp only [response_unique hl hw r hr, slater, response, e]
    ring
  have f2 : ((2 * l + 2).factorial : ℝ) = (2 * l + 2) * (2 * l + 1).factorial := by
    have h : (2 * l + 2).factorial = (2 * l + 2) * (2 * l + 1).factorial :=
      Nat.factorial_succ (2 * l + 1)
    exact_mod_cast h
  have f3 : ((2 * l + 3).factorial : ℝ) = (2 * l + 3) * (2 * l + 2).factorial := by
    have h : (2 * l + 3).factorial = (2 * l + 3) * (2 * l + 2).factorial :=
      Nat.factorial_succ (2 * l + 2)
    exact_mod_cast h
  have p : (2 : ℝ) ^ (2 * l) = 4 ^ l := by
    rw [pow_mul]
    norm_num
  have p2 : (2 : ℝ) ^ (2 * l + 2 + 1) = 8 * 4 ^ l := by
    rw [← p]
    ring
  have p3 : (2 : ℝ) ^ (2 * l + 3 + 1) = 16 * 4 ^ l := by
    rw [← p]
    ring
  unfold polarisability
  rw [hI, integral_add ((int _).div_const _) ((int _).div_const _), integral_div, integral_div,
    radial_moment, radial_moment, f3, f2, p2, p3]
  field_simp
  ring
```

## (g) The dipole, the smallest case

Show that $\alpha_1=\tfrac92$.

**Solution.** Here $w=(r^2+\tfrac12r^3)e^{-r}$, and (f) gives $3!\cdot3/4=\tfrac92$.

```lean
/-- The dipole polarisability of ground-state hydrogen is `9/2` in atomic units. -/
theorem dipole_polarisability {w : ℝ → ℝ} (hw : IsResponse 1 w) :
    polarisability 1 w = 9 / 2 := by
  rw [polarisability_eq le_rfl hw]
  norm_num [Nat.factorial]
```

## (h) The quadrupole

Show that $\alpha_2=15$.

**Solution.** From (f), $5!\cdot4/(2\cdot16)=15$. The value belongs to the $P_2$ normalisation of the field chosen above.

```lean
/-- The quadrupole polarisability of ground-state hydrogen is `15` in atomic units. -/
theorem quadrupole_polarisability {w : ℝ → ℝ} (hw : IsResponse 2 w) :
    polarisability 2 w = 15 := by
  rw [polarisability_eq one_le_two hw]
  norm_num [Nat.factorial]

end

end HydrogenMultipolePolarisability
```

```lean
#print axioms HydrogenMultipolePolarisability.polarisability_eq
#print axioms HydrogenMultipolePolarisability.dipole_polarisability
#print axioms HydrogenMultipolePolarisability.quadrupole_polarisability
```

```
'HydrogenMultipolePolarisability.polarisability_eq' depends on axioms: [propext, Classical.choice, Quot.sound]
'HydrogenMultipolePolarisability.dipole_polarisability' depends on axioms: [propext, Classical.choice, Quot.sound]
'HydrogenMultipolePolarisability.quadrupole_polarisability' depends on axioms: [propext, Classical.choice, Quot.sound]
```
